# One zero of the Newns-Anderson secular function in each interval cut out by distinct, coupled substrate levels

Q: Let me fix the objects first. An adsorbate level of real energy e_a is coupled to finitely many substrate levels of real energies e_k by complex amplitudes V_k. The secular function is

F(E) = E − e_a − Σ_k |V_k|²/(E − e_k).

Is this the function in the Lean file?

A: Yes, `secular ea e V E` is F(E). The substrate labels k form a finite type `ι`, and |V_k|² is written `‖V k‖ ^ 2`, so the phases of the couplings drop out. All energies and couplings are in one common unit.

```lean
import Mathlib

open Filter Topology Matrix

namespace NewnsAndersonInterlacing

noncomputable section

variable {ι : Type*} [Fintype ι]

/-- The Newns-Anderson secular function `E - e_a - ∑ |V_k|² / (E - e_k)`, for energies `E`
different from all substrate levels `e_k`. -/
def secular (ea : ℝ) (e : ι → ℝ) (V : ι → ℂ) (E : ℝ) : ℝ :=
  E - ea - ∑ k, ‖V k‖ ^ 2 / (E - e k)
```

Q: I see no Hamiltonian there. Why should a zero of F be an energy of the coupled system?

A: The file is about F alone, and the link to the Hamiltonian is this short argument by hand. Take orthonormal basis states and amplitudes c_a and c_k. The eigenvalue equations are

(E − e_k) c_k = V_k c_a,

(E − e_a) c_a = Σ_k conj(V_k) c_k.

If E is no substrate level, the first equation gives c_k = V_k c_a/(E − e_k). Then c_a ≠ 0, since otherwise every amplitude vanishes, and the second equation becomes F(E) = 0. Conversely, a zero of F gives an eigenvector by the same formula. If E equals some e_k, with distinct levels and nonzero couplings, the first equation forces c_a = 0, then c_j = 0 for j ≠ k, and the second forces c_k = 0. So no eigenvalue sits on a substrate level.

Q: And what is claimed about the zeros?

A: Take n+1 levels e_0 < e_1 < … < e_n, with n ≥ 0 and every V_k nonzero. Then F has exactly one zero below e_0, exactly one above e_n, and exactly one between e_i and e_{i+1} for each i from 0 to n−1. That makes n+2 zeros, as many as the coupled system has states.

Q: Show me the smallest case.

A: For n = 0 there is one substrate level and no gap. Multiplying F(E) = 0 by E − e_0 gives

(E − e_a)(E − e_0) = |V_0|²,

E = (e_a + e_0)/2 ± √( ((e_a − e_0)/2)² + |V_0|² ).

At E = e_0 the left side of the first equation is 0, which is less than |V_0|², so e_0 lies strictly between the two roots. These are the bonding and antibonding levels.

Q: For the general case I would look at the poles on both sides of a gap. Do I have to treat each side separately?

A: No. Reverse the sign of every energy, including e_a. Each denominator becomes −E + e_k = −(E − e_k), so the whole function changes sign. A statement about F just above a level therefore yields one about F just below a level.

```lean
/-- Reversing the sign of all energies reverses the sign of the secular function. -/
theorem secular_reflect (ea : ℝ) (e : ι → ℝ) (V : ι → ℂ) (E : ℝ) :
    secular (-ea) (fun k => -e k) V (-E) = -secular ea e V E := by
  have h : ∑ k, ‖V k‖ ^ 2 / (-E - -e k) = -∑ k, ‖V k‖ ^ 2 / (E - e k) := by
    rw [← Finset.sum_neg_distrib]
    refine Finset.sum_congr rfl fun k _ => ?_
    rw [show -E - -e k = -(E - e k) by ring, div_neg]
  simp only [secular]
  rw [h]
  ring
```

Q: Next comes the slope, I assume.

A: Away from the levels, the derivative of −|V_k|²/(E − e_k) is |V_k|²/(E − e_k)², hence

F′(E) = 1 + Σ_k |V_k|²/(E − e_k)².

The lemma states this for any E that differs from all e_k. The later proof uses it only for continuity.

```lean
/-- Away from the substrate levels the secular function has slope
`1 + ∑ |V_k|² / (E - e_k)²`. -/
theorem hasDerivAt_secular (ea : ℝ) {e : ι → ℝ} (V : ι → ℂ) {E : ℝ} (h : ∀ k, E ≠ e k) :
    HasDerivAt (secular ea e V) (1 + ∑ k, ‖V k‖ ^ 2 / (E - e k) ^ 2) E := by
  have hk : ∀ k ∈ Finset.univ, HasDerivAt (fun x : ℝ => ‖V k‖ ^ 2 / (x - e k))
      (-(‖V k‖ ^ 2 / (E - e k) ^ 2)) E := by
    intro k _
    have h1 := (hasDerivAt_const E (‖V k‖ ^ 2)).fun_div
      ((hasDerivAt_id' E).sub_const (e k)) (sub_ne_zero.mpr (h k))
    exact h1.congr_deriv (by ring)
  have h2 := ((hasDerivAt_id' E).sub_const ea).fun_sub (HasDerivAt.fun_sum hk)
  exact h2.congr_deriv (by rw [Finset.sum_neg_distrib, sub_neg_eq_add])
```

Q: Then how do you get at most one zero per interval?

A: By direct subtraction. Let x < y with no level between them or at either end, which the code expresses as (x − e_k)(y − e_k) > 0 for every k. Then

|V_k|²/(x − e_k) − |V_k|²/(y − e_k) = |V_k|² (y − x)/((x − e_k)(y − e_k)) ≥ 0.

Summing over k and adding the linear term gives

F(y) − F(x) ≥ y − x > 0.

In Lean, `div_sub_div` forms the common denominator, `Finset.sum_le_sum` does the sum, and `linarith` adds the linear term.

```lean
/-- The secular function increases strictly between two energies, neither of them a substrate level,
that no substrate level separates. -/
theorem secular_lt (ea : ℝ) {e : ι → ℝ} (V : ι → ℂ) {x y : ℝ} (hxy : x < y)
    (h : ∀ k, 0 < (x - e k) * (y - e k)) : secular ea e V x < secular ea e V y := by
  have hs : ∑ k, ‖V k‖ ^ 2 / (y - e k) ≤ ∑ k, ‖V k‖ ^ 2 / (x - e k) := by
    refine Finset.sum_le_sum fun k _ => sub_nonneg.mp ?_
    rw [div_sub_div _ _ (left_ne_zero_of_mul (h k).ne') (right_ne_zero_of_mul (h k).ne')]
    refine div_nonneg ?_ (h k).le
    have := mul_nonneg (sq_nonneg ‖V k‖) (sub_nonneg.mpr hxy.le)
    linarith
  simp only [secular]
  linarith
```

Q: Existence needs a sign change. I would say that F goes to −∞ just above a level. Does the file?

A: It proves what is needed: there are points as close above the level as you like where F is negative. Multiply by x − e_k to remove the pole:

(x − e_k) F(x) = (x − e_k)(x − e_a − Σ_{j≠k} |V_j|²/(x − e_j)) − |V_k|².

As x approaches e_k, the right side tends to −|V_k|², which is negative because V_k ≠ 0. The remaining sum stays finite because the levels are distinct. For x slightly above e_k the factor x − e_k is positive, so F(x) < 0.

```lean
/-- If the substrate levels are distinct, the secular function is negative at points arbitrarily
close above any coupled level. -/
theorem neg_above_level (ea : ℝ) {e : ι → ℝ} {V : ι → ℂ} (he : Function.Injective e) {k : ι}
    (hV : V k ≠ 0) {b : ℝ} (hb : e k < b) : ∃ x, e k < x ∧ x < b ∧ secular ea e V x < 0 := by
  classical
  have hj : ∀ j ∈ Finset.univ.erase k, Tendsto (fun x : ℝ => ‖V j‖ ^ 2 / (x - e j))
      (𝓝 (e k)) (𝓝 (‖V j‖ ^ 2 / (e k - e j))) := fun j hj =>
    tendsto_const_nhds.div (tendsto_id.sub tendsto_const_nhds)
      (sub_ne_zero.mpr fun h => Finset.ne_of_mem_erase hj (he h).symm)
  -- multiplying by `x - e k` removes the pole and leaves the limit `-|V k|²`
  have ht : Tendsto (fun x : ℝ => (x - e k) *
      (x - ea - ∑ j ∈ Finset.univ.erase k, ‖V j‖ ^ 2 / (x - e j)) - ‖V k‖ ^ 2) (𝓝 (e k))
      (𝓝 ((e k - e k) * (e k - ea - ∑ j ∈ Finset.univ.erase k, ‖V j‖ ^ 2 / (e k - e j))
        - ‖V k‖ ^ 2)) :=
    ((tendsto_id.sub tendsto_const_nhds).mul ((tendsto_id.sub tendsto_const_nhds).sub
      (tendsto_finsetSum _ hj))).sub tendsto_const_nhds
  rw [sub_self (e k), zero_mul, zero_sub] at ht
  have hneg : -‖V k‖ ^ 2 < 0 := neg_lt_zero.mpr (pow_pos (norm_pos_iff.mpr hV) 2)
  have hI : ∀ᶠ x in 𝓝[>] (e k), x ∈ Set.Ioo (e k) b := Ioo_mem_nhdsGT hb
  obtain ⟨x, hx, hx1, hx2⟩ :=
    (((ht.eventually_lt_const hneg).filter_mono nhdsWithin_le_nhds).and hI).exists
  refine ⟨x, hx1, hx2, ?_⟩
  have hd : 0 < x - e k := sub_pos.mpr hx1
  have hc : ‖V k‖ ^ 2 / (x - e k) * (x - e k) = ‖V k‖ ^ 2 := div_mul_cancel₀ _ hd.ne'
  have hsplit := Finset.add_sum_erase Finset.univ
    (fun j => ‖V j‖ ^ 2 / (x - e j)) (Finset.mem_univ k)
  have key : (x - e k) * secular ea e V x < 0 := by
    simp only [secular]
    rw [← hsplit]
    linarith
  by_contra hn
  exact absurd key (not_lt_of_ge (mul_nonneg hd.le (not_lt.mp hn)))
```

Q: How does Lean get from a limit to an actual point x?

A: With filters, and the existence proof turns on this device. The filter `𝓝 (e k)` encodes "close to e_k", and `𝓝[>] (e k)` encodes "close to e_k and above it". The limit `ht` concerns the right side above, where the pole has already been cancelled, so it is an ordinary two-sided limit.

From it, `eventually_lt_const` concludes that the expression is negative for all x close enough to e_k, and `filter_mono` restricts this to the upper side. There, `Ioo_mem_nhdsGT` says that x eventually lies between e_k and the prescribed bound b. The two properties are joined by `.and`, and `.exists` extracts a point that has both. This last step is legitimate because there are real numbers above e_k arbitrarily close to it. No ε or δ has to be chosen. The rest of the proof puts the k-th term back into the sum and divides out the positive factor.

Q: The outer intervals have a pole on one side only. What happens at the far end?

A: The linear term wins. If all levels are at most b, choose x at least b + 1 and at least e_a + Σ_k |V_k|² + 1. Every denominator is then at least 1, so the sum in F is at most Σ_k |V_k|², and F(x) ≥ 1. The code takes the maximum of the two bounds.

```lean
/-- Above any energy that bounds the substrate levels from above, the secular function somewhere
takes positive values. -/
theorem pos_far_above (ea : ℝ) {e : ι → ℝ} (V : ι → ℂ) {b : ℝ} (hb : ∀ k, e k ≤ b) :
    ∃ x, b < x ∧ 0 < secular ea e V x := by
  obtain ⟨x, h1, h2⟩ : ∃ x, b + 1 ≤ x ∧ ea + ∑ k, ‖V k‖ ^ 2 + 1 ≤ x :=
    ⟨max _ _, le_max_left _ _, le_max_right _ _⟩
  have hs : ∑ k, ‖V k‖ ^ 2 / (x - e k) ≤ ∑ k, ‖V k‖ ^ 2 :=
    Finset.sum_le_sum fun k _ => div_le_self (sq_nonneg _) (by linarith [hb k])
  refine ⟨x, by linarith, ?_⟩
  simp only [secular]
  linarith
```

Q: And then the intermediate value theorem?

A: Yes, between a point a with F(a) < 0 and a point b > a with F(b) > 0, provided no level separates them. The derivative lemma gives continuity on the closed interval, and `intermediate_value_Ioo` returns a zero strictly inside.

```lean
/-- If `a < b`, no substrate level lies in `[a, b]`, and the secular function changes sign from
negative to positive, it vanishes somewhere in between. -/
theorem exists_zero (ea : ℝ) {e : ι → ℝ} (V : ι → ℂ) {a b : ℝ} (hab : a < b)
    (h : ∀ k, 0 < (a - e k) * (b - e k)) (ha : secular ea e V a < 0)
    (hb : 0 < secular ea e V b) : ∃ z, a < z ∧ z < b ∧ secular ea e V z = 0 := by
  have hc : ContinuousOn (secular ea e V) (Set.Icc a b) := fun z hz =>
    (hasDerivAt_secular ea V fun k hk => not_le_of_gt (h k)
      (mul_nonpos_of_nonpos_of_nonneg (by linarith [hz.1])
        (by linarith [hz.2]))).continuousAt.continuousWithinAt
  obtain ⟨z, ⟨h1, h2⟩, hz⟩ := intermediate_value_Ioo hab.le hc ⟨ha, hb⟩
  exact ⟨z, h1, h2, hz⟩
```

Q: Now the main theorem. How do I read its hypotheses and its three parts?

A: The labels are `Fin (n + 1)`, that is 0 to n. `StrictMono e` says that the levels increase strictly with the label, which for distinct levels is only a choice of numbering. `hV` says that every level couples to the adsorbate. Physically, a level with V_k = 0 is a spectator that leaves no pole in F. When two levels coincide, one combination of them decouples in the same way.

Each part uses `∃!`, "there is exactly one", for an energy that lies in the stated interval and is a zero of F. In the third part, `i.castSucc` and `i.succ` are the labels i and i+1. Lean sets division by zero to 0, so `secular` also has a value on a level, but the strict inequalities exclude those points.

```lean
/-- For distinct ordered substrate levels with nonzero couplings, the secular function has
exactly one zero below all levels, one above all levels, and one in each gap. -/
theorem secular_zeros_interlace {n : ℕ} (ea : ℝ) {e : Fin (n + 1) → ℝ} {V : Fin (n + 1) → ℂ}
    (he : StrictMono e) (hV : ∀ k, V k ≠ 0) :
    (∃! E, (∀ k, E < e k) ∧ secular ea e V E = 0) ∧
    (∃! E, (∀ k, e k < E) ∧ secular ea e V E = 0) ∧
    ∀ i : Fin n, ∃! E, (e i.castSucc < E ∧ E < e i.succ) ∧ secular ea e V E = 0 := by
  have uniq : ∀ x y, (∀ k, 0 < (x - e k) * (y - e k)) → secular ea e V x = 0 →
      secular ea e V y = 0 → x = y := by
    intro x y h hx hy
    rcases lt_trichotomy x y with hl | hl | hl
    · linarith [secular_lt ea V hl h]
    · exact hl
    · linarith [secular_lt ea V hl fun k => by rw [mul_comm]; exact h k]
  -- values just below a level and far below all levels, by reflection
  have left : ∀ k a, a < e k → ∃ x, a < x ∧ x < e k ∧ 0 < secular ea e V x := by
    intro k a ha
    obtain ⟨x, h1, h2, h3⟩ := neg_above_level (-ea) (e := fun k => -e k)
      (fun i j h => he.injective (neg_injective h)) (hV k) (neg_lt_neg ha)
    have hr := secular_reflect ea e V (-x)
    rw [neg_neg] at hr
    exact ⟨-x, by linarith, by linarith, by linarith⟩
  have far : ∀ b, (∀ k, b ≤ e k) → ∃ x, x < b ∧ secular ea e V x < 0 := by
    intro b hb
    obtain ⟨x, h1, h2⟩ := pos_far_above (-ea) (e := fun k => -e k) V
      (fun k => neg_le_neg (hb k))
    have hr := secular_reflect ea e V (-x)
    rw [neg_neg] at hr
    exact ⟨-x, by linarith, by linarith⟩
  have below : ∀ x y, (∀ k, x < e k) → (∀ k, y < e k) → ∀ k, 0 < (x - e k) * (y - e k) :=
    fun x y hx hy k => mul_pos_of_neg_of_neg (sub_neg.mpr (hx k)) (sub_neg.mpr (hy k))
  have above : ∀ x y, (∀ k, e k < x) → (∀ k, e k < y) → ∀ k, 0 < (x - e k) * (y - e k) :=
    fun x y hx hy k => mul_pos (sub_pos.mpr (hx k)) (sub_pos.mpr (hy k))
  refine ⟨?_, ?_, fun i => ?_⟩
  · obtain ⟨b, -, hb, hpos⟩ := left 0 (e 0 - 1) (by linarith)
    have hb' : ∀ k, b < e k := fun k => hb.trans_le (he.monotone (Fin.zero_le k))
    obtain ⟨a, hab, hneg⟩ := far b fun k => (hb' k).le
    obtain ⟨z, -, hz, h0⟩ := exists_zero ea V hab
      (below a b (fun k => hab.trans (hb' k)) hb') hneg hpos
    exact ⟨z, ⟨fun k => hz.trans (hb' k), h0⟩, fun y hy =>
      uniq y z (below y z hy.1 fun k => hz.trans (hb' k)) hy.2 h0⟩
  · obtain ⟨a, ha, -, hneg⟩ := neg_above_level ea he.injective (hV (Fin.last n))
      (lt_add_one (e (Fin.last n)))
    have ha' : ∀ k, e k < a := fun k => (he.monotone (Fin.le_last k)).trans_lt ha
    obtain ⟨b, hab, hpos⟩ := pos_far_above ea V fun k => (ha' k).le
    obtain ⟨z, hz, -, h0⟩ := exists_zero ea V hab
      (above a b ha' fun k => (ha' k).trans hab) hneg hpos
    exact ⟨z, ⟨fun k => (ha' k).trans hz, h0⟩, fun y hy =>
      uniq y z (above y z hy.1 fun k => (ha' k).trans hz) hy.2 h0⟩
  · have gap : ∀ x y, e i.castSucc < x ∧ x < e i.succ → e i.castSucc < y ∧ y < e i.succ →
        ∀ k, 0 < (x - e k) * (y - e k) := by
      intro x y hx hy k
      rcases le_or_gt k i.castSucc with h | h
      · have := he.monotone h
        exact mul_pos (by linarith [hx.1]) (by linarith [hy.1])
      · have := he.monotone (Fin.castSucc_lt_iff_succ_le.mp h)
        exact mul_pos_of_neg_of_neg (by linarith [hx.2]) (by linarith [hy.2])
    obtain ⟨a, ha, ha', hneg⟩ := neg_above_level ea he.injective (hV i.castSucc)
      (he (Fin.castSucc_lt_succ : i.castSucc < i.succ))
    obtain ⟨b, hab, hb, hpos⟩ := left i.succ a ha'
    obtain ⟨z, h1, h2, h0⟩ := exists_zero ea V hab
      (gap a b ⟨ha, ha'⟩ ⟨ha.trans hab, hb⟩) hneg hpos
    exact ⟨z, ⟨⟨ha.trans h1, h2.trans hb⟩, h0⟩, fun y hy =>
      uniq y z (gap y z hy.1 ⟨ha.trans h1, h2.trans hb⟩) hy.2 h0⟩

end

end NewnsAndersonInterlacing
```

```lean
#print axioms NewnsAndersonInterlacing.secular_zeros_interlace
```

```
'NewnsAndersonInterlacing.secular_zeros_interlace' depends on axioms: [propext, Classical.choice, Quot.sound]
```

Q: Walk me through that proof.

A: `uniq` turns strict increase into uniqueness: if two zeros in one interval differed, F would be smaller at the lower one. `left` and `far` are the reflected lemmas, giving F > 0 just below a level and F < 0 far below all of them.

Below e_0, `left` supplies the positive value and `far` a negative one further down. Above e_n, `neg_above_level` supplies the negative value and `pos_far_above` the positive one. In a gap, the proof first finds a with F(a) < 0 just above e_i, then asks `left` for a point b between a and e_{i+1} with F(b) > 0, so the two points come in the right order. The facts `below`, `above` and `gap` confirm that no level separates two points of the same interval. Each case ends with `exists_zero` for existence and `uniq` for uniqueness.

Q: One doubt remains. On a metal with a continuous band, an adsorbate need not have a state split off from the band. You always find one below and one above.

A: The theorem concerns finitely many discrete levels and does not say how far outside them the outer zeros lie. They may be very close to the edge, so the result does not decide whether a split-off state survives in a continuum. Level broadening and the adsorbate density of states are not treated either. The model also has a single adsorbate level, no overlap between basis states and no electron-electron interaction.

Q: What does it give me in practice?

A: Take a non-interacting adsorbate level on a finite, discretised substrate whose levels are distinct and all coupled. Together with the link to the Hamiltonian above, the theorem gives one interval per eigenenergy. The two outer intervals are unbounded, but the far-end estimate, reflected for the lower one, supplies a finite end point, so bisection can find each eigenenergy separately. Under the same conditions, exactly one level of the combined system lies in each gap of the bare substrate spectrum, however weak or strong the nonzero couplings are.
